# The plane group pg has abelianisation ℤ × ℤ/2 and two families of one-dimensional complex representations

Points of the plane have real coordinates $(x,y)$ along two perpendicular axes, each measured in its own lattice constant. A motion is a permutation of $\mathbb R\times\mathbb R$, and in a product $gh$ the right factor acts first.

```lean
import Mathlib

open Multiplicative

namespace PlaneGroupPg

noncomputable section
```

The translation by integers $(a,b)$ sends $(x,y)$ to $(x+a,y+b)$.

```lean
/-- The translation of the plane by the integer vector `(a, b)`. -/
def translation (a b : ℤ) : Equiv.Perm (ℝ × ℝ) where
  toFun p := (p.1 + a, p.2 + b)
  invFun p := (p.1 - a, p.2 - b)
  left_inv p := by simp
  right_inv p := by simp
```

The glide $g$ sends $(x,y)$ to $(x+\tfrac12,-y)$. Applied twice, it is the unit translation along $x$.

```lean
/-- The glide reflection `(x, y) ↦ (x + 1/2, -y)`. -/
def glide : Equiv.Perm (ℝ × ℝ) where
  toFun p := (p.1 + 1 / 2, -p.2)
  invFun p := (p.1 - 1 / 2, -p.2)
  left_inv p := by simp
  right_inv p := by simp
```

The group pg is the smallest subgroup containing the glide and all integer translations. No presentation by abstract relations is assumed.

```lean
/-- The plane group pg, generated by the integer translations and the glide. -/
def pg : Subgroup (Equiv.Perm (ℝ × ℝ)) :=
  Subgroup.closure (insert glide (Set.range fun v : ℤ × ℤ => translation v.1 v.2))
```

## Normal form and product rule

Write $s_m=(-1)^m$ for every integer $m$, negative ones included.

```lean
/-- The sign `(-1)^m`. -/
def sgn (m : ℤ) : ℤ := if Even m then 1 else -1
```

Checking parities gives $s_{m+k}=s_ms_k$ and $s_m^2=1$. Both signs are congruent to $1$ modulo $2$.

```lean
/-- The sign is multiplicative, squares to one, and is one modulo two. -/
theorem sgn_rules (m k : ℤ) :
    sgn (m + k) = sgn m * sgn k ∧ sgn m * sgn m = 1 ∧ ((sgn m : ℤ) : ZMod 2) = 1 := by
  refine ⟨?_, ?_, ?_⟩
  · by_cases hm : Even m <;> by_cases hk : Even k <;> simp [sgn, Int.even_add, hm, hk]
  · by_cases hm : Even m <;> simp [sgn, hm]
  · by_cases hm : Even m
    · simp [sgn, hm]
    · rw [sgn, if_neg hm]
      decide
```

For integers $m,n$, define the motion
$$\mathrm{op}(m,n):(x,y)\mapsto(x+\tfrac m2,\;s_my+n).$$
Its inverse sends $(x,y)$ to $(x-\tfrac m2,\,s_m(y-n))$, because $s_m^2=1$.

```lean
/-- The motion `(x, y) ↦ (x + m/2, (-1)^m y + n)`. -/
def op (m n : ℤ) : Equiv.Perm (ℝ × ℝ) where
  toFun p := (p.1 + (m : ℝ) / 2, (sgn m : ℝ) * p.2 + n)
  invFun p := (p.1 - (m : ℝ) / 2, (sgn m : ℝ) * (p.2 - n))
  left_inv p := by
    have h : (sgn m : ℝ) * sgn m = 1 := by exact_mod_cast (sgn_rules m 0).2.1
    refine Prod.ext ?_ ?_
    · dsimp only
      ring
    · dsimp only
      linear_combination p.2 * h
  right_inv p := by
    have h : (sgn m : ℝ) * sgn m = 1 := by exact_mod_cast (sgn_rules m 0).2.1
    refine Prod.ext ?_ ?_
    · dsimp only
      ring
    · dsimp only
      linear_combination (p.2 - n) * h
```

Applying $\mathrm{op}(k,l)$ and then $\mathrm{op}(m,n)$ gives the second coordinate $s_m(s_ky+l)+n=s_{m+k}y+n+s_ml$. Hence
$$\mathrm{op}(m,n)\,\mathrm{op}(k,l)=\mathrm{op}(m+k,\;n+s_ml).$$

```lean
/-- The product rule for motions in normal form. -/
theorem op_mul (m n k l : ℤ) : op m n * op k l = op (m + k) (n + sgn m * l) := by
  refine Equiv.ext fun p => Prod.ext ?_ ?_
  · show p.1 + (k : ℝ) / 2 + (m : ℝ) / 2 = p.1 + ((m + k : ℤ) : ℝ) / 2
    push_cast
    ring
  · show (sgn m : ℝ) * ((sgn k : ℝ) * p.2 + l) + n
      = (sgn (m + k) : ℝ) * p.2 + ((n + sgn m * l : ℤ) : ℝ)
    rw [(sgn_rules m k).1]
    push_cast
    ring
```

The translation by $(a,b)$ is $\mathrm{op}(2a,b)$, and the glide is $\mathrm{op}(1,0)$.

```lean
/-- The generators of pg in normal form. -/
theorem generators_eq (a b : ℤ) : translation a b = op (2 * a) b ∧ glide = op 1 0 := by
  constructor
  · refine Equiv.ext fun p => Prod.ext ?_ ?_
    · show p.1 + (a : ℝ) = p.1 + ((2 * a : ℤ) : ℝ) / 2
      push_cast
      ring
    · show p.2 + (b : ℝ) = (sgn (2 * a) : ℝ) * p.2 + b
      have h : sgn (2 * a) = 1 := by simp [sgn]
      rw [h]
      push_cast
      ring
  · refine Equiv.ext fun p => Prod.ext ?_ ?_
    · show p.1 + 1 / 2 = p.1 + ((1 : ℤ) : ℝ) / 2
      norm_num
    · show -p.2 = (sgn 1 : ℝ) * p.2 + ((0 : ℤ) : ℝ)
      have h : sgn 1 = -1 := by simp [sgn]
      rw [h]
      push_cast
      ring
```

These motions make up all of pg. They contain the generators and the identity $\mathrm{op}(0,0)$, are closed under products, and have inverses $\mathrm{op}(m,n)^{-1}=\mathrm{op}(-m,-s_mn)$; the induction over the subgroup closure checks these cases. Conversely, $\mathrm{op}(2a,n)$ is a translation, and $\mathrm{op}(2a+1,n)$ is the translation by $(a,n)$ after the glide.

```lean
/-- The elements of pg are exactly the motions `(x, y) ↦ (x + m/2, (-1)^m y + n)`
with integers `m` and `n`. -/
theorem mem_pg_iff (g : Equiv.Perm (ℝ × ℝ)) : g ∈ pg ↔ ∃ m n : ℤ, g = op m n := by
  have h0 : op 0 0 = 1 := mul_left_cancel (a := op 0 0) (by rw [op_mul, mul_one]; simp)
  constructor
  · intro h
    unfold pg at h
    induction h using Subgroup.closure_induction with
    | mem x hx =>
      rcases hx with hx | ⟨v, hv⟩
      · exact ⟨1, 0, hx.trans (generators_eq 0 0).2⟩
      · exact ⟨2 * v.1, v.2, hv.symm.trans (generators_eq v.1 v.2).1⟩
    | one => exact ⟨0, 0, h0.symm⟩
    | mul x y _ _ hx hy =>
      obtain ⟨m, n, rfl⟩ := hx
      obtain ⟨k, l, rfl⟩ := hy
      exact ⟨_, _, op_mul m n k l⟩
    | inv x _ hx =>
      obtain ⟨m, n, rfl⟩ := hx
      refine ⟨-m, -(sgn m * n), inv_eq_of_mul_eq_one_right ?_⟩
      have h1 : m + -m = 0 := by ring
      have h2 : n + sgn m * -(sgn m * n) = 0 := by
        linear_combination (-n) * (sgn_rules m 0).2.1
      rw [op_mul, h1, h2, h0]
  · rintro ⟨m, n, rfl⟩
    have ht : ∀ a b : ℤ, translation a b ∈ pg := fun a b =>
      Subgroup.subset_closure (Or.inr ⟨(a, b), rfl⟩)
    have hg : glide ∈ pg := Subgroup.subset_closure (Or.inl rfl)
    -- even m: a translation; odd m: a translation after the glide
    rcases Int.even_or_odd' m with ⟨a, rfl | rfl⟩
    · rw [← (generators_eq a n).1]
      exact ht a n
    · have h : op (2 * a + 1) n = translation a n * glide := by
        rw [(generators_eq a n).1, (generators_eq a n).2, op_mul]
        simp
      rw [h]
      exact pg.mul_mem (ht a n) hg
```

In Lean, `elt m n` is the same motion together with the proof that it belongs to pg.

```lean
/-- The motion `(x, y) ↦ (x + m/2, (-1)^m y + n)` as an element of pg. -/
def elt (m n : ℤ) : pg := ⟨op m n, (mem_pg_iff _).2 ⟨m, n, rfl⟩⟩
```

It inherits the product rule.

```lean
/-- The product rule inside pg. -/
theorem elt_mul (m n k l : ℤ) : elt m n * elt k l = elt (m + k) (n + sgn m * l) :=
  Subtype.ext (op_mul m n k l)
```

## Reading the integers from the origin

The origin moves to $(m/2,n)$, so twice its first coordinate is $m$. The floor function turns this real number into an integer; on pg it rounds nothing.

```lean
/-- The number of half steps along `x` by which the origin is moved. -/
def halfSteps (g : pg) : ℤ := ⌊2 * (g.1 ((0, 0) : ℝ × ℝ)).1⌋
```

The second coordinate gives $n$ in the same way.

```lean
/-- The number of steps along `y` by which the origin is moved. -/
def rise (g : pg) : ℤ := ⌊(g.1 ((0, 0) : ℝ × ℝ)).2⌋
```

Thus both integers are determined by the motion.

```lean
/-- The image of the origin determines both integers of the normal form. -/
theorem coords_elt (m n : ℤ) : halfSteps (elt m n) = m ∧ rise (elt m n) = n := by
  constructor
  · show ⌊2 * ((0 : ℝ) + (m : ℝ) / 2)⌋ = m
    have h : 2 * ((0 : ℝ) + (m : ℝ) / 2) = m := by ring
    rw [h]
    exact Int.floor_intCast m
  · show ⌊(sgn m : ℝ) * 0 + (n : ℝ)⌋ = n
    rw [mul_zero, zero_add]
    exact Int.floor_intCast n
```

Now keep $m$ and only the parity of $n$. Since $s_m\equiv1\pmod 2$, the product rule becomes
$$(m,n)(k,l)\mapsto(m+k,\;n+l \bmod 2),$$
which is addition. `Multiplicative` writes the additive group $\mathbb Z\times\mathbb Z/2$ as a multiplicative one, so that `toAb` can be a group homomorphism.

```lean
/-- The homomorphism that keeps the half steps along `x` and the parity of the rise. -/
def toAb : pg →* Multiplicative (ℤ × ZMod 2) :=
  MonoidHom.mk' (fun g => ofAdd (halfSteps g, ((rise g : ℤ) : ZMod 2))) (by
    intro a b
    obtain ⟨m, n, ha⟩ := (mem_pg_iff a.1).1 a.2
    obtain ⟨k, l, hb⟩ := (mem_pg_iff b.1).1 b.2
    obtain rfl : a = elt m n := Subtype.ext ha
    obtain rfl : b = elt k l := Subtype.ext hb
    rw [elt_mul, (coords_elt _ _).1, (coords_elt _ _).2, (coords_elt m n).1,
      (coords_elt m n).2, (coords_elt k l).1, (coords_elt k l).2, ← ofAdd_add,
      Prod.mk_add_mk, Int.cast_add, Int.cast_mul, (sgn_rules m 0).2.2, one_mul])
```

If the image is trivial, then $m=0$ and $n=2k$ for some integer $k$: the motion is the translation by $(0,2k)$.

```lean
/-- An element with no half steps and even rise is a translation by some `(0, 2n)`. -/
theorem translation_of_toAb_eq_one (g : pg) (h : toAb g = 1) :
    ∃ n : ℤ, (g : Equiv.Perm (ℝ × ℝ)) = translation 0 (2 * n) := by
  obtain ⟨m, n, hg⟩ := (mem_pg_iff g.1).1 g.2
  obtain rfl : g = elt m n := Subtype.ext hg
  have h1 : ((halfSteps (elt m n), ((rise (elt m n) : ℤ) : ZMod 2)) : ℤ × ZMod 2) = 0 :=
    ofAdd.injective h
  rw [(coords_elt m n).1, (coords_elt m n).2] at h1
  have hm : m = 0 := congrArg Prod.fst h1
  have hn : (n : ZMod 2) = 0 := congrArg Prod.snd h1
  obtain ⟨k, hk⟩ := (CharP.intCast_eq_zero_iff (ZMod 2) 2 n).1 hn
  refine ⟨k, ?_⟩
  rw [(generators_eq 0 (2 * k)).1]
  show op m n = op (2 * 0) (2 * k)
  simp [hm, hk]
```

## Commutators and the abelianisation

A homomorphism into a commutative group sends every commutator to the identity, so the commutator subgroup contains only translations by $(0,2k)$. For the converse, let $t_k$ be the translation by $(0,k)$. Then $gt_k=\mathrm{op}(1,-k)$ and $t_kg=\mathrm{op}(1,k)$, so
$$t_{2k}\,g\,t_k=t_k\,g,\qquad t_{2k}=t_k\,g\,t_k^{-1}g^{-1}.$$
Lean uses the first equation: in the abelianisation $g$ and $t_k$ commute and cancel, leaving the class of $t_{2k}$ trivial.

```lean
/-- The commutator subgroup of pg consists exactly of the translations by `(0, 2n)`,
`n` an integer. -/
theorem mem_commutator_iff (g : pg) :
    g ∈ commutator pg ↔ ∃ n : ℤ, (g : Equiv.Perm (ℝ × ℝ)) = translation 0 (2 * n) := by
  constructor
  · intro h
    exact translation_of_toAb_eq_one g (Abelianization.commutator_subset_ker toAb h)
  · rintro ⟨k, hk⟩
    have hg : g = elt 0 (2 * k) := Subtype.ext (by rw [hk, (generators_eq 0 _).1]; rfl)
    have s0 : sgn 0 = 1 := by simp [sgn]
    have s1 : sgn 1 = -1 := by simp [sgn]
    have hc : elt 0 (2 * k) * (elt 1 0 * elt 0 k) = elt 0 k * elt 1 0 := by
      rw [elt_mul, elt_mul, elt_mul, s0, s1]
      congr 1
      ring
    -- in the abelianisation the other two factors commute and cancel
    have h1 : Abelianization.of (elt 0 (2 * k) * (elt 1 0 * elt 0 k))
        = Abelianization.of (elt 0 k * elt 1 0) := by rw [hc]
    rw [map_mul, map_mul, map_mul] at h1
    have h2 : Abelianization.of (elt 0 (2 * k)) = 1 := by
      apply mul_right_cancel (b := Abelianization.of (elt 1 0) * Abelianization.of (elt 0 k))
      rw [one_mul]
      exact h1.trans (mul_comm _ _)
    rw [hg]
    exact (QuotientGroup.eq_one_iff (elt 0 (2 * k))).1 h2
```

The isomorphism turns on `Abelianization.lift`, which makes a homomorphism into a commutative group act on classes modulo commutators. On the class of an element, the lift of `toAb` has the value of `toAb` by definition. Injectivity therefore reduces to the kernel just found. Surjectivity follows by choosing an integer $n$ of the required parity. The glide maps to $(1,0)$ and the unit $x$-translation to $(2,0)$.

```lean
/-- The abelianisation of pg is isomorphic to `ℤ × ZMod 2`; the class of
`(x, y) ↦ (x + m/2, (-1)^m y + n)` corresponds to `(m, n mod 2)`. -/
theorem abelianization_pg :
    ∃ e : Abelianization pg ≃* Multiplicative (ℤ × ZMod 2),
      ∀ m n : ℤ, e (Abelianization.of (elt m n)) = ofAdd (m, (n : ZMod 2)) := by
  have hval : ∀ m n : ℤ, Abelianization.lift toAb (Abelianization.of (elt m n))
      = ofAdd (m, (n : ZMod 2)) := by
    intro m n
    show ofAdd (halfSteps (elt m n), ((rise (elt m n) : ℤ) : ZMod 2)) = _
    rw [(coords_elt m n).1, (coords_elt m n).2]
  refine ⟨MulEquiv.ofBijective (Abelianization.lift toAb) ⟨?_, ?_⟩, hval⟩
  · rw [injective_iff_map_eq_one]
    intro a ha
    obtain ⟨g, rfl⟩ : ∃ g, Abelianization.of g = a := QuotientGroup.mk_surjective a
    have hg : toAb g = 1 := ha
    exact (QuotientGroup.eq_one_iff g).2
      ((mem_commutator_iff g).2 (translation_of_toAb_eq_one g hg))
  · intro a
    obtain ⟨k, hk⟩ := ZMod.intCast_surjective (toAdd a).2
    exact ⟨Abelianization.of (elt (toAdd a).1 k), by rw [hval, hk]; rfl⟩
```

## One-dimensional representations

Let $\chi$ be a homomorphism from pg to the non-zero complex numbers, and put $z=\chi(g)$, $\varepsilon=\chi(t_1)$. From $t_1gt_1=g$ follows $\varepsilon^2=1$. Integer induction gives $\mathrm{op}(m,n)=t_1^n g^m$, hence
$$\chi(\mathrm{op}(m,n))=z^m\varepsilon^n.$$
Conversely, for $\varepsilon=\pm1$ this formula is multiplicative, because $\varepsilon^{s_ml}=\varepsilon^l$. The two families are $\varepsilon=1$ and $\varepsilon=-1$, each with $z$ ranging over all non-zero complex numbers.

```lean
/-- A one-dimensional representation of pg takes a value `1` or `-1` on the unit translation
along `y` and is fixed by this sign and its value on the glide; every sign and every non-zero
complex number occur together. -/
theorem one_dimensional_representations :
    (∀ χ : pg →* ℂˣ, (χ (elt 0 1) = 1 ∨ χ (elt 0 1) = -1) ∧
      ∀ m n : ℤ, χ (elt m n) = χ (elt 1 0) ^ m * χ (elt 0 1) ^ n) ∧
    (∀ z ε : ℂˣ, (ε = 1 ∨ ε = -1) →
      ∃ χ : pg →* ℂˣ, χ (elt 1 0) = z ∧ χ (elt 0 1) = ε) := by
  constructor
  · intro χ
    constructor
    · -- the glide reverses the translation, so its value equals its inverse
      have h : elt 0 1 * elt 1 0 * elt 0 1 = elt 1 0 := by simp [elt_mul, sgn]
      have h1 := congrArg χ h
      rw [map_mul, map_mul] at h1
      have h2 : χ (elt 0 1) * χ (elt 0 1) = 1 := by
        apply mul_right_cancel (b := χ (elt 1 0))
        rw [one_mul, mul_right_comm]
        exact h1
      have h3 : (χ (elt 0 1) : ℂ) * (χ (elt 0 1) : ℂ) = 1 := by
        rw [← Units.val_mul, h2, Units.val_one]
      rcases mul_self_eq_one_iff.1 h3 with h4 | h4
      · exact Or.inl (Units.ext (by simpa using h4))
      · exact Or.inr (Units.ext (by simpa using h4))
    · intro m n
      have h0 : elt 0 0 = 1 :=
        mul_left_cancel (a := elt 0 0) (by rw [elt_mul, mul_one]; simp)
      have h1 : ∀ j : ℤ, elt j 0 = elt 1 0 ^ j := by
        intro j
        induction j using Int.induction_on with
        | zero => rw [h0, zpow_zero]
        | succ i ih =>
          rw [zpow_add_one, ← ih, elt_mul]
          simp
        | pred i ih =>
          rw [zpow_sub_one, ← ih, eq_mul_inv_iff_mul_eq, elt_mul]
          simp
      have h2 : ∀ j : ℤ, elt 0 j = elt 0 1 ^ j := by
        intro j
        induction j using Int.induction_on with
        | zero => rw [h0, zpow_zero]
        | succ i ih =>
          rw [zpow_add_one, ← ih, elt_mul]
          simp [sgn]
        | pred i ih =>
          rw [zpow_sub_one, ← ih, eq_mul_inv_iff_mul_eq, elt_mul]
          simp [sgn]
      have h3 : elt m n = elt 0 n * elt m 0 := by
        rw [elt_mul]
        simp
      rw [h3, map_mul, h1 m, h2 n, map_zpow, map_zpow, mul_comm]
  · intro z ε hε
    have hinv : ε⁻¹ = ε := by rcases hε with rfl | rfl <;> simp
    refine ⟨MonoidHom.mk' (fun g => z ^ halfSteps g * ε ^ rise g) ?_, ?_, ?_⟩
    · intro a b
      obtain ⟨m, n, ha⟩ := (mem_pg_iff a.1).1 a.2
      obtain ⟨k, l, hb⟩ := (mem_pg_iff b.1).1 b.2
      obtain rfl : a = elt m n := Subtype.ext ha
      obtain rfl : b = elt k l := Subtype.ext hb
      have hs : ε ^ (sgn m * l) = ε ^ l := by
        by_cases hm : Even m
        · simp [sgn, hm]
        · rw [sgn, if_neg hm, neg_one_mul, ← inv_zpow', hinv]
      rw [elt_mul, (coords_elt _ _).1, (coords_elt _ _).2, (coords_elt m n).1,
        (coords_elt m n).2, (coords_elt k l).1, (coords_elt k l).2, zpow_add, zpow_add, hs]
      exact mul_mul_mul_comm _ _ _ _
    · show z ^ halfSteps (elt 1 0) * ε ^ rise (elt 1 0) = z
      rw [(coords_elt 1 0).1, (coords_elt 1 0).2]
      simp
    · show z ^ halfSteps (elt 0 1) * ε ^ rise (elt 0 1) = ε
      rw [(coords_elt 0 1).1, (coords_elt 0 1).2]
      simp

end

end PlaneGroupPg
```

The restriction on $\varepsilon$ is needed. With $z=1$ and $\varepsilon=i$, the formula gives $-i$ on $gt_1=\mathrm{op}(1,-1)$, whereas $\chi(g)\chi(t_1)=i$.

Unitarity is not required here; it would restrict $z$ to the unit circle. For a non-interacting, spinless electron in a pg-symmetric potential, a Bloch state that only acquires a phase under every operation of pg has $k_y=0$ or $\pi$ modulo $2\pi$, in inverse lattice constants, and $z$ is its glide eigenvalue. Irreducible representations of higher dimension, which occur at other $k_y$, are not classified.

```lean
#print axioms PlaneGroupPg.abelianization_pg
#print axioms PlaneGroupPg.one_dimensional_representations
```

```
'PlaneGroupPg.abelianization_pg' depends on axioms: [propext, Classical.choice, Quot.sound]
'PlaneGroupPg.one_dimensional_representations' depends on axioms: [propext, Classical.choice, Quot.sound]
```
